# The F12 projected geminal of a square-summable pair function vanishes in the complete-basis limit

When an explicitly correlated F12 calculation is repeated in a larger orbital basis, the geminal has to be projected again. Pairs of virtual orbitals that have just entered the basis are now described by the conventional doubles amplitudes, so they are removed from the geminal to avoid counting them twice. The question is whether what is left of the geminal fades as the basis grows.

For a fixed, normalisable geminal and a nested sequence of orthonormal orbital bases that becomes complete, with the occupied orbitals kept fixed, it does: the squared norm of the projected geminal never increases with the basis size, and it tends to zero. This concerns the geminal as a function in pair space. Correlation energies and rates of convergence are separate questions.

## Pair amplitudes and one-electron projectors

Take a complete orthonormal set of real orbitals φ₀, φ₁, φ₂, … and expand the geminal in their products:

u(1,2) = Σ u(i,j) φᵢ(1) φⱼ(2), summed over all i, j ≥ 0.

By Parseval's identity, the squared norm of the geminal is Σ u(i,j)². It is finite exactly when the amplitudes are square-summable, which is the condition that the pair function be normalisable. A typical F12 geminal, the factor exp(−γr₁₂) with γ > 0 times a product of two occupied orbitals, meets this condition, because the factor never exceeds 1 and the orbitals are normalised.

The code works with the amplitudes alone. A geminal is a function `u : ℕ × ℕ → ℝ`, and a pair `p` has the components `p.1` = i and `p.2` = j. No exchange symmetry is imposed on u, and spin does not appear.

```lean
import Mathlib

open Filter Topology

namespace F12BasisLimit

noncomputable section
```

Projecting electron 1 onto a finite set s of orbitals keeps the amplitudes with i in s and sets the others to zero:

(P₁u)(i,j) = u(i,j) if i ∈ s, and 0 otherwise.

```lean
/-- Projection of electron 1 onto the orbitals in `s`, acting on pair amplitudes. -/
def onFirst (s : Finset ℕ) (u : ℕ × ℕ → ℝ) : ℕ × ℕ → ℝ :=
  fun p => if p.1 ∈ s then u p else 0
```

For electron 2 the condition falls on the second index:

(P₂u)(i,j) = u(i,j) if j ∈ s, and 0 otherwise.

```lean
/-- Projection of electron 2 onto the orbitals in `s`, acting on pair amplitudes. -/
def onSecond (s : Finset ℕ) (u : ℕ × ℕ → ℝ) : ℕ × ℕ → ℝ :=
  fun p => if p.2 ∈ s then u p else 0
```

## The strongly orthogonal projector

Let the first o orbitals, 0, …, o − 1, be occupied, and let O be the projector onto them. Strong orthogonality demands that neither electron of the geminal be in an occupied orbital, which is achieved by (1 − O₁)(1 − O₂). The definition applies the two factors one after the other. With w = u − O₂u, the result is

(1 − O₁)(1 − O₂)u = w − O₁w.

```lean
/-- The part `(1 - O₁)(1 - O₂) u` of a geminal, where `O` projects onto the first `o` orbitals. -/
def outsideOcc (o : ℕ) (u : ℕ × ℕ → ℝ) : ℕ × ℕ → ℝ :=
  (u - onSecond (Finset.range o) u) -
    onFirst (Finset.range o) (u - onSecond (Finset.range o) u)
```

A basis of n orbitals contains the orbitals 0, …, n − 1, so its virtual orbitals are o, …, n − 1. Let V be the projector onto these. The part of the geminal that conventional double excitations can describe is V₁V₂u. In Lean the virtual set is `Finset.Ico o n`, the integers k with o ≤ k < n. It is empty for n ≤ o.

```lean
/-- The part `V₁ V₂ u` of a geminal, where `V` projects onto the virtual orbitals
`o, …, n - 1` of the basis. -/
def virtualPart (o n : ℕ) (u : ℕ × ℕ → ℝ) : ℕ × ℕ → ℝ :=
  onFirst (Finset.Ico o n) (onSecond (Finset.Ico o n) u)
```

The F12 projector removes this part as well:

Q(n) = (1 − O₁)(1 − O₂) − V₁V₂.

The occupied orbitals and the amplitudes u(i,j) stay the same while n grows. In an actual sequence of calculations the Hartree–Fock orbitals are reoptimised in each basis, and standard basis-set families need not be strictly nested. The model leaves out both effects.

```lean
/-- The F12 projected geminal `[(1 - O₁)(1 - O₂) - V₁ V₂] u`. -/
def projGeminal (o n : ℕ) (u : ℕ × ℕ → ℝ) : ℕ × ℕ → ℝ :=
  outsideOcc o u - virtualPart o n u
```

The quantity to follow is the squared norm of what remains:

R(n) = Σ [(Q(n)u)(i,j)]².

The symbol `∑'` in the code is this infinite sum over all pairs.

```lean
/-- The squared norm of the projected geminal in a basis of `n` orbitals. -/
def residual (o n : ℕ) (u : ℕ × ℕ → ℝ) : ℝ :=
  ∑' p, projGeminal o n u p ^ 2
```

## Which pairs survive

All the projectors are diagonal in the orbital indices, so Q(n) can be worked out one amplitude at a time. The function w = u − O₂u equals u(i,j) for j ≥ o and vanishes for j < o. Subtracting O₁w then removes the amplitudes with i < o. Hence

((1 − O₁)(1 − O₂)u)(i,j) = u(i,j) if i ≥ o and j ≥ o, and 0 otherwise,

(V₁V₂u)(i,j) = u(i,j) if o ≤ i < n and o ≤ j < n, and 0 otherwise.

The difference is

(Q(n)u)(i,j) = u(i,j) if i, j ≥ o and i, j are not both below n, and 0 otherwise.

Pairs with one virtual orbital of the basis and one orbital outside the basis therefore survive. The proof unfolds the projectors and splits into cases according to their index conditions. `omega` discards the contradictory cases and `ring` does the subtraction in the rest.

```lean
/-- The F12 projector keeps the amplitude of a pair exactly when neither orbital is occupied
and the two are not both in the basis. -/
theorem projGeminal_apply (o n : ℕ) (u : ℕ × ℕ → ℝ) (p : ℕ × ℕ) :
    projGeminal o n u p =
      if o ≤ p.1 ∧ o ≤ p.2 ∧ ¬(p.1 < n ∧ p.2 < n) then u p else 0 := by
  obtain ⟨i, j⟩ := p
  simp only [projGeminal, outsideOcc, virtualPart, onFirst, onSecond, Pi.sub_apply,
    Finset.mem_range, Finset.mem_Ico]
  split_ifs <;> first | (exfalso; omega) | ring
```

Squaring each amplitude and summing turns R(n) into a restricted sum:

R(n) = Σ u(i,j)², over i, j ≥ o with i and j not both below n.

```lean
/-- The squared norm of the projected geminal is the sum of `u(i,j)²` over `i, j ≥ o`
with `i` and `j` not both below `n`. -/
theorem residual_eq_sum (o n : ℕ) (u : ℕ × ℕ → ℝ) :
    residual o n u =
      ∑' p : ℕ × ℕ, if o ≤ p.1 ∧ o ≤ p.2 ∧ ¬(p.1 < n ∧ p.2 < n) then u p ^ 2 else 0 := by
  unfold residual
  refine tsum_congr fun p => ?_
  rw [projGeminal_apply]
  split_ifs <;> ring
```

## Bounds on the projected amplitudes

Each projected amplitude is either u(i,j) or zero, so

[(Q(n)u)(i,j)]² ≤ u(i,j)².

This bound does not depend on n, and the limit will rely on that.

```lean
/-- Projection does not increase the magnitude of any pair amplitude. -/
theorem projGeminal_sq_le (o n : ℕ) (u : ℕ × ℕ → ℝ) (p : ℕ × ℕ) :
    projGeminal o n u p ^ 2 ≤ u p ^ 2 := by
  rw [projGeminal_apply]
  split_ifs
  · exact le_rfl
  · nlinarith [sq_nonneg (u p)]
```

If Σ u(i,j)² converges, the comparison test shows that the series for R(n) converges too. The hypothesis `hu` states the square-summability of u.

```lean
/-- For a square-summable geminal, the squared amplitudes of the projected geminal are summable. -/
theorem summable_projGeminal (o n : ℕ) {u : ℕ × ℕ → ℝ} (hu : Summable fun p => u p ^ 2) :
    Summable fun p => projGeminal o n u p ^ 2 :=
  Summable.of_nonneg_of_le (fun _ => sq_nonneg _) (projGeminal_sq_le o n u) hu
```

Now fix a pair (i,j) and let the basis grow. As soon as n > max(i,j), both orbitals are in the basis and the pair no longer survives:

(Q(n)u)(i,j) = 0 for all n > max(i,j).

In Lean, `∀ᶠ n in atTop` means "for all sufficiently large n".

```lean
/-- Each fixed pair amplitude of the projected geminal is zero in all large enough bases. -/
theorem projGeminal_eventually_zero (o : ℕ) (u : ℕ × ℕ → ℝ) (p : ℕ × ℕ) :
    ∀ᶠ n in atTop, projGeminal o n u p = 0 := by
  filter_upwards [eventually_gt_atTop (max p.1 p.2)] with n hn
  rw [projGeminal_apply, if_neg]
  rintro ⟨_, _, h⟩
  exact h ⟨lt_of_le_of_lt (le_max_left _ _) hn, lt_of_le_of_lt (le_max_right _ _) hn⟩
```

## What the virtual pairs capture

Write a = (V₁V₂u)(i,j) and b = (Q(n)u)(i,j). By the definition of Q(n), a + b is the amplitude of (1 − O₁)(1 − O₂)u. At most one of a and b is nonzero, because a requires both orbitals to be in the basis and b requires that they are not. So ab = 0 and

(a + b)² = a² + b².

Summing over all pairs gives a Pythagorean relation:

‖V₁V₂u‖² + R(n) = ‖(1 − O₁)(1 − O₂)u‖².

The right-hand side does not depend on n. Whatever squared norm the virtual pairs gain, the projected geminal loses. The proof first shows that both series on the left converge, which allows them to be added term by term, and then checks the identity for each pair by the same case split as before.

```lean
/-- For a square-summable geminal, the squared norms of the virtual part and of the projected
geminal add up to that of the geminal outside the occupied space. -/
theorem virtual_add_residual (o n : ℕ) {u : ℕ × ℕ → ℝ} (hu : Summable fun p => u p ^ 2) :
    (∑' p, virtualPart o n u p ^ 2) + residual o n u = ∑' p, outsideOcc o u p ^ 2 := by
  have hv : Summable fun p => virtualPart o n u p ^ 2 := by
    refine Summable.of_nonneg_of_le (fun _ => sq_nonneg _) (fun p => ?_) hu
    simp only [virtualPart, onFirst, onSecond]
    split_ifs <;> nlinarith [sq_nonneg (u p)]
  unfold residual
  rw [← Summable.tsum_add hv (summable_projGeminal o n hu)]
  refine tsum_congr fun p => ?_
  -- for each pair at most one of the two parts is nonzero
  obtain ⟨i, j⟩ := p
  rw [projGeminal_apply]
  simp only [outsideOcc, virtualPart, onFirst, onSecond, Pi.sub_apply,
    Finset.mem_range, Finset.mem_Ico]
  split_ifs <;> first | (exfalso; omega) | ring
```

## Monotone decrease to zero

Let n ≤ m. A pair that survives in the larger basis has i and j not both below m, hence not both below n, so it also survives in the smaller one. Therefore

[(Q(m)u)(i,j)]² ≤ [(Q(n)u)(i,j)]² for every pair,

and summation gives R(m) ≤ R(n). The argument holds for every n. For n ≤ o there are no virtual orbitals, and R(n) keeps the constant value ‖(1 − O₁)(1 − O₂)u‖².

For the limit, choose ε > 0. Since Σ u(i,j)² converges, there is a finite set F of pairs such that the sum of u(i,j)² over all pairs outside F is less than ε. Once n exceeds every index that occurs in F, no pair in F survives, and

R(n) ≤ Σ u(i,j)² over pairs outside F < ε.

This is dominated convergence for series: every term tends to zero, and all terms stay below those of one convergent series. The theorem states both conclusions, with `Antitone` for "nonincreasing" and `Tendsto … atTop (𝓝 0)` for the limit. Its first half compares the two sums term by term. Its second half passes the eventual vanishing of each amplitude and the bound by u(i,j)² to Mathlib's dominated convergence theorem.

```lean
/-- Complete-basis limit: for a square-summable geminal, the squared norm of the projected
geminal is nonincreasing in the basis size and tends to zero. -/
theorem residual_antitone_tendsto_zero (o : ℕ) {u : ℕ × ℕ → ℝ}
    (hu : Summable fun p => u p ^ 2) :
    Antitone (fun n => residual o n u) ∧
      Tendsto (fun n => residual o n u) atTop (𝓝 0) := by
  constructor
  · -- enlarging the basis only removes terms from the sum
    intro n m hnm
    refine Summable.tsum_le_tsum (fun p => ?_)
      (summable_projGeminal o m hu) (summable_projGeminal o n hu)
    rw [projGeminal_apply, projGeminal_apply]
    split_ifs <;> first | (exfalso; omega) | nlinarith [sq_nonneg (u p)]
  · -- dominated convergence, with the full geminal as the bound
    have key : Tendsto (fun n => ∑' p, projGeminal o n u p ^ 2) atTop
        (𝓝 (∑' _ : ℕ × ℕ, (0 : ℝ))) := by
      refine tendsto_tsum_of_dominated_convergence hu (fun p => ?_)
        (Eventually.of_forall fun n p => ?_)
      · refine tendsto_const_nhds.congr' ?_
        filter_upwards [projGeminal_eventually_zero o u p] with n hn
        rw [hn]
        norm_num
      · rw [Real.norm_eq_abs, abs_of_nonneg (sq_nonneg _)]
        exact projGeminal_sq_le o n u p
    rw [tsum_zero] at key
    exact key
```

## When the projected geminal is exactly zero

A convergent sum of nonnegative terms is zero only if every term is zero. So R(n) = 0 holds exactly when no pair with a nonzero amplitude survives:

R(n) = 0 ⇔ for all i, j ≥ o with u(i,j) ≠ 0, both i < n and j < n.

For n ≤ o the right-hand side says that u(i,j) = 0 for all i, j ≥ o. The docstring below calls the amplitudes with i, j ≥ o, where neither orbital is occupied, those "outside the occupied space".

In the forward direction the proof supposes that some nonzero amplitude with i, j ≥ o belongs to a pair that is not wholly in the basis. Its square alone is at most R(n), which contradicts R(n) = 0. In the other direction every term of the sum vanishes.

```lean
/-- For a square-summable geminal, the projected geminal has zero norm in a basis of `n` orbitals
exactly when every nonzero amplitude outside the occupied space belongs to a pair of basis orbitals.
-/
theorem residual_eq_zero_iff (o n : ℕ) {u : ℕ × ℕ → ℝ} (hu : Summable fun p => u p ^ 2) :
    residual o n u = 0 ↔
      ∀ i j, o ≤ i → o ≤ j → u (i, j) ≠ 0 → i < n ∧ j < n := by
  constructor
  · intro h i j hi hj hne
    by_contra hout
    -- a single missing pair already gives a positive contribution
    have hle : projGeminal o n u (i, j) ^ 2 ≤ residual o n u :=
      (summable_projGeminal o n hu).le_tsum (i, j) (fun _ _ => sq_nonneg _)
    rw [h, projGeminal_apply, if_pos ⟨hi, hj, hout⟩] at hle
    exact absurd hle (not_le_of_gt (by positivity))
  · intro h
    have hz : ∀ p, projGeminal o n u p ^ 2 = 0 := by
      rintro ⟨i, j⟩
      rw [projGeminal_apply]
      split_ifs with hc
      · by_cases hne : u (i, j) = 0
        · rw [hne]
          norm_num
        · exact absurd (h i j hc.1 hc.2.1 hne) hc.2.2
      · norm_num
    unfold residual
    rw [tsum_congr hz, tsum_zero]
```

Square-summability matters here, as the geminal with u(i,j) = 1 for all i and j shows. In any finite basis infinitely many pairs survive, each contributing 1, so R(n) is infinite for every n and does not approach zero. Lean assigns the value 0 to a divergent sum, so for this u the number `residual o n u` would be 0 although nonzero amplitudes lie outside the basis, and the criterion just stated would be false.

## Couplings to a fixed pair function

F12 working equations contain the projected geminal through matrix elements. Let g be a second square-summable pair function, independent of n. Its overlap with the projected geminal is

C(n) = Σ g(i,j) (Q(n)u)(i,j).

Write q for (Q(n)u)(i,j) and g for g(i,j). From (g + q)² ≥ 0 and (g − q)² ≥ 0 it follows that

2|gq| ≤ g² + q² ≤ g² + u(i,j)².

Every term of C(n) is thus bounded by a term of a convergent series that does not depend on n, and every term is zero once n > max(i,j). Dominated convergence gives C(n) → 0. The proof takes the same route: `hg.add hu` supplies the bounding series, and `nlinarith` derives the inequality from the two squares.

An example of such a g is the Coulomb repulsion 1/r₁₂ applied to a product of two bounded, normalisable orbitals. It is square-integrable in three dimensions, because 1/r₁₂² is integrable near r₁₂ = 0. Within the fixed-orbital model, the F12 matrix element that couples this function to the projected geminal therefore dies out as the basis is completed. Matrix elements of an unbounded operator, such as the kinetic energy, between two projected geminals are not covered: square-summability of u alone does not guarantee that they are finite.

```lean
/-- For a square-summable geminal, the overlap of the projected geminal with any fixed
square-summable pair function tends to zero as the basis grows. -/
theorem coupling_tendsto_zero (o : ℕ) {u g : ℕ × ℕ → ℝ}
    (hu : Summable fun p => u p ^ 2) (hg : Summable fun p => g p ^ 2) :
    Tendsto (fun n => ∑' p, g p * projGeminal o n u p) atTop (𝓝 0) := by
  have key : Tendsto (fun n => ∑' p, g p * projGeminal o n u p) atTop
      (𝓝 (∑' _ : ℕ × ℕ, (0 : ℝ))) := by
    refine tendsto_tsum_of_dominated_convergence (hg.add hu) (fun p => ?_)
      (Eventually.of_forall fun n p => ?_)
    · refine tendsto_const_nhds.congr' ?_
      filter_upwards [projGeminal_eventually_zero o u p] with n hn
      rw [hn, mul_zero]
    · -- the product is bounded by the sum of the squares
      have hq := projGeminal_sq_le o n u p
      rw [Real.norm_eq_abs, abs_le]
      constructor <;>
        nlinarith [sq_nonneg (g p + projGeminal o n u p),
          sq_nonneg (g p - projGeminal o n u p), sq_nonneg (g p), sq_nonneg (u p)]
  rw [tsum_zero] at key
  exact key

end

end F12BasisLimit
```

```lean
#print axioms F12BasisLimit.summable_projGeminal
-- 'F12BasisLimit.summable_projGeminal' depends on axioms: [propext, Classical.choice, Quot.sound]
#print axioms F12BasisLimit.residual_antitone_tendsto_zero
-- 'F12BasisLimit.residual_antitone_tendsto_zero' depends on axioms: [propext, Classical.choice, Quot.sound]
#print axioms F12BasisLimit.residual_eq_zero_iff
-- 'F12BasisLimit.residual_eq_zero_iff' depends on axioms: [propext, Classical.choice, Quot.sound]
#print axioms F12BasisLimit.coupling_tendsto_zero
-- 'F12BasisLimit.coupling_tendsto_zero' depends on axioms: [propext, Classical.choice, Quot.sound]
```
